# Pair energies J − K over all real orbitals fix the antisymmetrised integrals of an eightfold symmetric array

Take three real basis functions $\chi_1,\chi_2,\chi_3$ and write $(pq|rs)$ for the repulsion between the charge clouds $\chi_p\chi_q$ and $\chi_r\chi_s$. For real orbitals $c,d$, let $E(c,d)=(cc|dd)-(cd|cd)$, the Coulomb minus the exchange integral. The combination $(13|22)-(12|23)$ is not the pair energy of any two basis functions, but pair energies of mixed orbitals contain it:

$$E(\chi_1+\chi_3,\chi_2)-E(\chi_1,\chi_2)-E(\chi_3,\chi_2)=2\,[(13|22)-(12|23)].$$

The squares cancel and the cross terms remain. A second use of the same device reaches the differences $(pr|qs)-(ps|qr)$ with four different indices, though not the single integrals in them.

## Integrals, orbitals and pair energies

```lean
import Mathlib

open Finset

namespace PairEnergyIntegrals

noncomputable section
```

This loads the Mathlib library and opens a namespace for the definitions.

```lean
/-- The eightfold permutation symmetry of real two-electron integrals `(pq|rs)`. -/
structure EightfoldSymmetric {ι : Type*} (g : ι → ι → ι → ι → ℝ) : Prop where
  bra : ∀ p q r s, g p q r s = g q p r s
  ket : ∀ p q r s, g p q r s = g p q s r
  swap : ∀ p q r s, g p q r s = g r s p q
```

An array `g` assigns a real number $g(p,q,r,s)=(pq|rs)$ to four indices. The structure collects three hypotheses: exchange within the first charge cloud, exchange within the second, and exchange of the two electrons. They hold for real basis functions with a symmetric interaction. Nothing else about the Coulomb operator is assumed, not even positivity.

```lean
/-- The antisymmetrised integral `(pr|qs) - (ps|qr)`. -/
def antisym {ι : Type*} (g : ι → ι → ι → ι → ℝ) (p q r s : ι) : ℝ :=
  g p r q s - g p s q r
```

In ordinary notation, $A(p,q,r,s)=(pr|qs)-(ps|qr)$. The arguments of `antisym` follow the order of $\langle pq\|rs\rangle$, whereas those of `g` follow the charge clouds.

```lean
variable {n : Type*} [Fintype n]

/-- The two-electron integral `(ab|cd)` over orbitals with real coefficient vectors. -/
def eri (g : n → n → n → n → ℝ) (a b c d : n → ℝ) : ℝ :=
  ∑ p, ∑ q, ∑ r, ∑ s, a p * b q * c r * d s * g p q r s
```

The basis is indexed by a finite type `n`, and an orbital is its coefficient vector, of type `n → ℝ`. The integral over four orbitals is

$$(ab|cd)=\sum_{pqrs}a_p b_q c_r d_s\,g(p,q,r,s).$$

```lean
/-- The pair energy `J_cd - K_cd = (cc|dd) - (cd|cd)`. -/
def pairEnergy (g : n → n → n → n → ℝ) (c d : n → ℝ) : ℝ :=
  eri g c c d d - eri g c d c d
```

This is $E(c,d)$, defined for all real vectors, normalised or not. For orthonormal spatial orbitals it is the interaction energy of two electrons of equal spin in one determinant.

## Symmetry and linearity

```lean
/-- Integrals over arbitrary real orbitals inherit the eightfold symmetry of the basis integrals. -/
theorem eri_symmetric {g : n → n → n → n → ℝ} (hg : EightfoldSymmetric g) :
    EightfoldSymmetric (eri g) := by
  refine ⟨fun a b c d => ?_, fun a b c d => ?_, fun a b c d => ?_⟩
  · unfold eri
    rw [sum_comm]
    refine sum_congr rfl fun p _ => sum_congr rfl fun q _ =>
      sum_congr rfl fun r _ => sum_congr rfl fun s _ => ?_
    rw [hg.bra p q r s]; ring
  · unfold eri
    refine sum_congr rfl fun p _ => sum_congr rfl fun q _ => ?_
    rw [sum_comm]
    refine sum_congr rfl fun r _ => sum_congr rfl fun s _ => ?_
    rw [hg.ket p q r s]; ring
  · -- move the two summations of the second electron to the front
    have move : ∀ f : n → n → n → n → ℝ,
        ∑ p, ∑ q, ∑ r, ∑ s, f p q r s = ∑ r, ∑ s, ∑ p, ∑ q, f p q r s := fun f =>
      calc ∑ p, ∑ q, ∑ r, ∑ s, f p q r s
          = ∑ p, ∑ r, ∑ q, ∑ s, f p q r s := sum_congr rfl fun p _ => sum_comm
        _ = ∑ r, ∑ p, ∑ q, ∑ s, f p q r s := sum_comm
        _ = ∑ r, ∑ p, ∑ s, ∑ q, f p q r s :=
            sum_congr rfl fun r _ => sum_congr rfl fun p _ => sum_comm
        _ = ∑ r, ∑ s, ∑ p, ∑ q, f p q r s := sum_congr rfl fun r _ => sum_comm
    unfold eri
    rw [move (fun p q r s => a p * b q * c r * d s * g p q r s)]
    refine sum_congr rfl fun p _ => sum_congr rfl fun q _ =>
      sum_congr rfl fun r _ => sum_congr rfl fun s _ => ?_
    rw [hg.swap p q r s]; ring
```

`eri g` is itself an array, indexed by orbitals instead of basis functions, so `EightfoldSymmetric` and `antisym` apply to it as well. By hand, one renames summation indices and uses the symmetry of $g$. In Lean, `sum_comm` exchanges sums and `ring` reorders the coefficients.

```lean
/-- The two-electron integral is additive in each of its four orbitals. -/
theorem eri_add (g : n → n → n → n → ℝ) (x y a b c : n → ℝ) :
    eri g (x + y) a b c = eri g x a b c + eri g y a b c ∧
    eri g a (x + y) b c = eri g a x b c + eri g a y b c ∧
    eri g a b (x + y) c = eri g a b x c + eri g a b y c ∧
    eri g a b c (x + y) = eri g a b c x + eri g a b c y := by
  refine ⟨?_, ?_, ?_, ?_⟩ <;>
    simp only [eri, Pi.add_apply, mul_add, add_mul, sum_add_distrib]
```

The four statements joined by `∧` say that the integral is additive in each slot.

```lean
/-- A real factor on any of the four orbitals multiplies the two-electron integral. -/
theorem eri_smul (g : n → n → n → n → ℝ) (t : ℝ) (x a b c : n → ℝ) :
    eri g (t • x) a b c = t * eri g x a b c ∧
    eri g a (t • x) b c = t * eri g a x b c ∧
    eri g a b (t • x) c = t * eri g a b x c ∧
    eri g a b c (t • x) = t * eri g a b c x := by
  refine ⟨?_, ?_, ?_, ?_⟩ <;>
  · simp only [eri, Pi.smul_apply, smul_eq_mul, mul_sum]
    refine sum_congr rfl fun p _ => sum_congr rfl fun q _ =>
      sum_congr rfl fun r _ => sum_congr rfl fun s _ => ?_
    ring
```

Likewise, a real factor $t$ can be taken out of any slot.

## From pair energies to all antisymmetrised integrals

```lean
/-- Three pair energies give the antisymmetrised integral in which the orbital `b` is repeated. -/
theorem polarise_pairEnergy {g : n → n → n → n → ℝ} (hg : EightfoldSymmetric g)
    (a b c : n → ℝ) :
    2 * antisym (eri g) a b c b =
      pairEnergy g (a + c) b - pairEnergy g a b - pairEnergy g c b := by
  have S := eri_symmetric hg
  simp only [pairEnergy, antisym, eri_add]
  linear_combination S.bra a c b b + S.swap c b a b + 2 * S.ket a b c b
```

This is the opening example for arbitrary orbitals. Expanding gives

$$E(a+c,b)=E(a,b)+E(c,b)+(ac|bb)+(ca|bb)-(ab|cb)-(cb|ab).$$

By symmetry the last four terms are $2[(ac|bb)-(ab|bc)]=2A(a,b,c,b)$. The `simp only` line expands, and `linear_combination` checks that the remainder follows from the listed symmetry equations.

```lean
/-- Antisymmetrised integrals with a repeated orbital give every antisymmetrised integral. -/
theorem reconstruct_antisym {g : n → n → n → n → ℝ} (hg : EightfoldSymmetric g)
    (a b c d : n → ℝ) :
    3 * antisym (eri g) a b c d =
      (antisym (eri g) a (b + d) c (b + d) - antisym (eri g) a b c b
        - antisym (eri g) a d c d)
      - (antisym (eri g) a (b + c) d (b + c) - antisym (eri g) a b d b
        - antisym (eri g) a c d c) := by
  have S := eri_symmetric hg
  simp only [antisym, eri_add]
  linear_combination S.ket a c b d - S.ket a d b c - S.ket a b c d
```

Now the repeated orbital is split. Put $X=(ac|bd)$, $Y=(ad|bc)$, $Z=(ab|cd)$, so that $A(a,b,c,d)=X-Y$. The first bracket in the theorem is

$$A(a,b,c,d)+A(a,d,c,b)=(X-Y)+(X-Z)=2X-Y-Z.$$

It is wrong to read this as $2A(a,b,c,d)$, because $A$ is not symmetric under $b\leftrightarrow d$. The unwanted $Z$ is removed by the second bracket, which has $c$ and $d$ interchanged and equals $2Y-X-Z$. The difference is $3(X-Y)=3A(a,b,c,d)$.

```lean
/-- If two eightfold symmetric integral arrays give the same `J_cd - K_cd` for all real orbitals
`c`, `d`, then their antisymmetrised integrals coincide for all indices. -/
theorem antisym_eq_of_pairEnergy_eq {g h : n → n → n → n → ℝ}
    (hg : EightfoldSymmetric g) (hh : EightfoldSymmetric h)
    (hE : ∀ c d, pairEnergy g c d = pairEnergy h c d) (p q r s : n) :
    antisym g p q r s = antisym h p q r s := by
  classical
  -- antisymmetrised integrals with a repeated orbital agree
  have T : ∀ a b c, antisym (eri g) a b c b = antisym (eri h) a b c b := fun a b c => by
    linarith [polarise_pairEnergy hg a b c, polarise_pairEnergy hh a b c,
      hE (a + c) b, hE a b, hE c b]
  -- hence all antisymmetrised integrals over orbitals agree
  have A : ∀ a b c d, antisym (eri g) a b c d = antisym (eri h) a b c d := fun a b c d => by
    linarith [reconstruct_antisym hg a b c d, reconstruct_antisym hh a b c d,
      T a (b + d) c, T a b c, T a d c, T a (b + c) d, T a b d, T a c d]
  -- unit vectors pick out the array entries
  have unit : ∀ (f : n → n → n → n → ℝ) (i j k l : n),
      eri f (Pi.single i 1) (Pi.single j 1) (Pi.single k 1) (Pi.single l 1) = f i j k l := by
    intro f i j k l
    simp only [eri, mul_assoc, ← mul_sum]
    simp [Pi.single_apply]
  have key := A (Pi.single p 1) (Pi.single q 1) (Pi.single r 1) (Pi.single s 1)
  simpa only [antisym, unit] using key
```

The hypothesis `hE` says that $g$ and $h$ have equal pair energies for all real $c,d$. The conclusion is $A_g(p,q,r,s)=A_h(p,q,r,s)$ for every choice of indices. The proof applies the two formulas to both arrays: `T` gives agreement with a repeated orbital, and `A` gives agreement for any four orbitals. Finally, `Pi.single p 1` is the vector with 1 at position $p$ and 0 elsewhere; inserting such vectors turns orbital integrals back into array entries.

## Orthonormal pairs are enough

```lean
/-- The pair energy is the contraction of the antisymmetrised integrals with `c`, `d`, `c`, `d`. -/
theorem pairEnergy_eq_sum_antisym {g : n → n → n → n → ℝ} (hg : EightfoldSymmetric g)
    (c d : n → ℝ) :
    pairEnergy g c d = ∑ p, ∑ q, ∑ r, ∑ s, c p * d q * c r * d s * antisym g p q r s := by
  have hJ : eri g c c d d = ∑ p, ∑ q, ∑ r, ∑ s, c p * d q * c r * d s * g p r q s := by
    unfold eri
    refine sum_congr rfl fun p _ => ?_
    rw [sum_comm]
    refine sum_congr rfl fun q _ => sum_congr rfl fun r _ => sum_congr rfl fun s _ => ?_
    ring
  have hK : ∑ p, ∑ q, ∑ r, ∑ s, c p * d q * c r * d s * g p s q r = eri g c d c d := by
    unfold eri
    refine sum_congr rfl fun p _ => ?_
    calc ∑ q, ∑ r, ∑ s, c p * d q * c r * d s * g p s q r
        = ∑ r, ∑ q, ∑ s, c p * d q * c r * d s * g p s q r := sum_comm
      _ = ∑ r, ∑ s, ∑ q, c p * d q * c r * d s * g p s q r :=
          sum_congr rfl fun r _ => sum_comm
      _ = ∑ s, ∑ r, ∑ q, c p * d q * c r * d s * g p s q r := sum_comm
      _ = ∑ q, ∑ r, ∑ s, c p * d q * c r * d s * g p q r s := by
          refine sum_congr rfl fun x _ => sum_congr rfl fun y _ => sum_congr rfl fun z _ => ?_
          rw [hg.ket p x y z]; ring
  simp only [antisym, mul_sub, sum_sub_distrib]
  rw [hK, ← hJ, pairEnergy]
```

For the converse direction, the pair energy is written as

$$E(c,d)=\sum_{pqrs}c_p d_q c_r d_s\,A(p,q,r,s).$$

The first term of $A$ sums to $(cc|dd)$. The second sums to $(cd|dc)$, which equals $(cd|cd)$. Equal antisymmetrised arrays therefore give equal pair energies.

```lean
/-- Two eightfold symmetric arrays have the same pair energies for all orthonormal pairs of
coefficient vectors exactly when their antisymmetrised integrals coincide. -/
theorem orthonormal_pairEnergy_eq_iff {g h : n → n → n → n → ℝ}
    (hg : EightfoldSymmetric g) (hh : EightfoldSymmetric h) :
    (∀ c d : n → ℝ, c ⬝ᵥ c = 1 → d ⬝ᵥ d = 1 → c ⬝ᵥ d = 0 →
      pairEnergy g c d = pairEnergy h c d) ↔
    ∀ p q r s, antisym g p q r s = antisym h p q r s := by
  constructor
  · intro hE
    refine antisym_eq_of_pairEnergy_eq hg hh fun c d => ?_
    have pos : ∀ v : n → ℝ, v ≠ 0 → 0 < v ⬝ᵥ v := fun v hv =>
      lt_of_le_of_ne (sum_nonneg fun i _ => mul_self_nonneg (v i))
        (fun h0 => hv (dotProduct_self_eq_zero.1 h0.symm))
    have normalise : ∀ v : n → ℝ, v ≠ 0 → ∃ x : ℝ, x ≠ 0 ∧ x * x * (v ⬝ᵥ v) = 1 := by
      intro v hv
      obtain ⟨r, hr0, hr⟩ : ∃ r : ℝ, r ≠ 0 ∧ r * r = v ⬝ᵥ v :=
        ⟨√(v ⬝ᵥ v), (Real.sqrt_pos.2 (pos v hv)).ne', Real.mul_self_sqrt (pos v hv).le⟩
      refine ⟨r⁻¹, inv_ne_zero hr0, ?_⟩
      rw [← hr]
      field_simp
    have scale : ∀ (f : n → n → n → n → ℝ) (x y : ℝ) (u v : n → ℝ),
        pairEnergy f (x • u) (y • v) = x ^ 2 * y ^ 2 * pairEnergy f u v := by
      intro f x y u v
      simp only [pairEnergy, eri_smul]
      ring
    -- adding a multiple of `c` to `d` leaves the pair energy unchanged
    have shear : ∀ f : n → n → n → n → ℝ, EightfoldSymmetric f → ∀ t : ℝ,
        pairEnergy f c (d + t • c) = pairEnergy f c d := by
      intro f hf t
      have S := eri_symmetric hf
      simp only [pairEnergy, eri_add, eri_smul]
      linear_combination t * S.ket c c d c + t * S.swap c c c d
    by_cases hc : c = 0
    · simp [hc, pairEnergy, eri]
    -- orthogonalise `d` against `c`, then normalise both
    have hN := pos c hc
    rw [← shear g hg (-(c ⬝ᵥ d) / (c ⬝ᵥ c)), ← shear h hh (-(c ⬝ᵥ d) / (c ⬝ᵥ c))]
    have horth : c ⬝ᵥ (d + (-(c ⬝ᵥ d) / (c ⬝ᵥ c)) • c) = 0 := by
      rw [dotProduct_add, dotProduct_smul, smul_eq_mul, div_mul_cancel₀ _ hN.ne']
      ring
    generalize d + (-(c ⬝ᵥ d) / (c ⬝ᵥ c)) • c = e at horth ⊢
    by_cases he : e = 0
    · simp [he, pairEnergy, eri]
    obtain ⟨x, hx0, hx⟩ := normalise c hc
    obtain ⟨y, hy0, hy⟩ := normalise e he
    have key := hE (x • c) (y • e)
      (by simp only [smul_dotProduct, dotProduct_smul, smul_eq_mul]; linear_combination hx)
      (by simp only [smul_dotProduct, dotProduct_smul, smul_eq_mul]; linear_combination hy)
      (by simp only [smul_dotProduct, dotProduct_smul, smul_eq_mul, horth, mul_zero])
    rw [scale, scale] at key
    exact mul_left_cancel₀ (mul_ne_zero (pow_ne_zero 2 hx0) (pow_ne_zero 2 hy0)) key
  · intro hA c d _ _ _
    rw [pairEnergy_eq_sum_antisym hg, pairEnergy_eq_sum_antisym hh]
    simp only [hA]
```

The symbol `⬝ᵥ` is the dot product of coefficient vectors, so "orthonormal" refers to the orbitals themselves only when the basis is orthonormal. The theorem is an equivalence, and its forward direction reduces arbitrary $c,d$ to orthonormal ones.

If $c=0$, both pair energies vanish. Otherwise set $e=d-\frac{c\cdot d}{c\cdot c}\,c$, which is orthogonal to $c$. The step `shear` shows that this changes nothing:

$$E(c,d+tc)=E(c,d)+2t(cc|cd)+t^2(cc|cc)-2t(cc|cd)-t^2(cc|cc)=E(c,d).$$

If $e=0$, both energies vanish again. Otherwise choose $x,y\neq0$ that normalise $xc$ and $ye$. By `scale`, $E(xc,ye)=x^2y^2E(c,e)$, and the common nonzero factor cancels from the assumed equality.

With a single basis function there are no orthonormal pairs, so the left side of the equivalence holds vacuously; the right side holds too, since $A(1,1,1,1)=0$. With two functions, $E(c,d)=(c_1d_2-c_2d_1)^2A(1,2,1,2)$, and one orthonormal pair settles everything.

For electronic structure in a finite orthonormal real basis, this means that the interaction energies of equal-spin pairs in single determinants, taken over all orthonormal pairs of real orbitals, fix the antisymmetrised integrals. With three or more basis functions, the pairs from one chosen orthonormal set do not suffice for a general eightfold symmetric array: the pairs of basis functions, for example, leave $(13|22)-(12|23)$ open.

## What the pair energies leave open

```lean
/-- Adding the same constant to every integral preserves the eightfold symmetry and all pair
energies. -/
theorem pairEnergy_add_const {g : n → n → n → n → ℝ} (hg : EightfoldSymmetric g) (k : ℝ) :
    EightfoldSymmetric (fun p q r s => g p q r s + k) ∧
    ∀ c d, pairEnergy (fun p q r s => g p q r s + k) c d = pairEnergy g c d := by
  have hk : EightfoldSymmetric (fun p q r s => g p q r s + k) :=
    ⟨fun p q r s => congrArg (· + k) (hg.bra p q r s),
      fun p q r s => congrArg (· + k) (hg.ket p q r s),
      fun p q r s => congrArg (· + k) (hg.swap p q r s)⟩
  refine ⟨hk, fun c d => ?_⟩
  rw [pairEnergy_eq_sum_antisym hk, pairEnergy_eq_sum_antisym hg]
  simp only [antisym, add_sub_add_right_eq_sub]

end

end PairEnergyIntegrals
```

Replacing $g$ by $g+k$ keeps the eightfold symmetry, and $k$ cancels in $(pr|qs)-(ps|qr)$. All pair energies are therefore unchanged, although for $k\neq0$ and a nonempty basis the array is different. The separate Coulomb and exchange integrals can thus shift together without any trace in $J-K$.

```lean
#print axioms PairEnergyIntegrals.antisym_eq_of_pairEnergy_eq
#print axioms PairEnergyIntegrals.orthonormal_pairEnergy_eq_iff
#print axioms PairEnergyIntegrals.pairEnergy_add_const
```

```
'PairEnergyIntegrals.antisym_eq_of_pairEnergy_eq' depends on axioms: [propext, Classical.choice, Quot.sound]
'PairEnergyIntegrals.orthonormal_pairEnergy_eq_iff' depends on axioms: [propext, Classical.choice, Quot.sound]
'PairEnergyIntegrals.pairEnergy_add_const' depends on axioms: [propext, Classical.choice, Quot.sound]
```
